# A block Davis–Kahan bound: residual and spectral gap limit the overlap with eigenvectors

Let $A$ be a Hermitian $n\times n$ matrix, $M$ a Hermitian $m\times m$ matrix, $Q$ any complex $n\times m$ block, and $R = AQ - QM$ the block residual. Write $X^*$ for the conjugate transpose of $X$, $\|y\|^2=\sum_j |y_j|^2$ for a vector $y$, and $\|X\|_F^2=\sum_{a,b}|X_{ab}|^2$ for the squared Frobenius norm. Let $v_i$, with $i$ in a finite index set $\iota$, be orthonormal vectors in $\mathbb C^n$, and let $I\subseteq\iota$ be a subset on which $Av_i=l_iv_i$ with real $l_i$. If some $\delta>0$ satisfies $|l_i-\mu|\ge\delta$ for all $i\in I$ and every eigenvalue $\mu$ of $M$, then

$$\sum_{i\in I}\|Q^*v_i\|^2\;\le\;\frac{\|R\|_F^2}{\delta^2}.$$

In a block eigensolver the columns of $Q$ are trial states, the eigenvalues of $M$ are the approximate energies assigned to the block (to the individual columns when $M$ is diagonal, otherwise to the combinations of columns given by the eigenvectors of $M$), and $I$ labels exact eigenstates that the block should avoid. The number $\delta$ is a lower bound on the energy separation between those unwanted levels and the approximate ones; it is assumed, not derived. For a fixed Hermitian Hamiltonian matrix in a finite orthonormal basis, for example a one-electron Hamiltonian with its potential held fixed, the bound turns a residual that is small compared with $\delta$ into a small admixture of the unwanted states, provided a value of $\delta$ is known and the columns of $Q$ are normalised. Without normalisation the left side is not an admixture: multiplying $Q$ by a number $\varepsilon\ne0$ multiplies both sides by $|\varepsilon|^2$ and leaves the states unchanged.

## From the residual to the overlaps

**The residual acting on an eigenvector.** Since $A^*=A$ and $M^*=M$, the adjoint of the residual is $R^*=Q^*A-MQ^*$. For $Av=lv$ this gives

$$R^*v = l\,Q^*v - M\,Q^*v=(l-M)\,Q^*v .$$

**The shifted matrix is bounded below.** Diagonalise $M$ as $MU=UD$ with $U$ unitary and $D=\mathrm{diag}(\mu_j)$ real. Any $y\in\mathbb C^m$ is $y=Uz$ with $z=U^*y$, and $(l-M)y=U(l-D)z$. Because $\|Uw\|^2=w^*U^*Uw=\|w\|^2$ for every $w$, a real $l$ with $|l-\mu_j|\ge\delta$ for all $j$ obeys

$$\|(l-M)y\|^2=\sum_j|l-\mu_j|^2|z_j|^2\ge\delta^2\sum_j|z_j|^2=\delta^2\|y\|^2 .$$

**The Frobenius norm splits along the family.** Let $V$ be the matrix with columns $v_i$. Orthonormality reads $V^*V=1$, so $P=VV^*$ satisfies $P^*=P$ and $P^2=P$, and $(1-P)(1-P)^*=1-P$. For any $n\times m$ matrix $X$, using $\|Y\|_F^2=\operatorname{tr}YY^*$ and the cyclic property of the trace,

$$\|X\|_F^2=\operatorname{tr}X^*X=\operatorname{tr}X^*PX+\operatorname{tr}X^*(1-P)X=\|X^*V\|_F^2+\|X^*(1-P)\|_F^2 .$$

Column $i$ of $X^*V$ is $X^*v_i$, so $\|X^*V\|_F^2=\sum_{i\in\iota}\|X^*v_i\|^2$. Discarding the last, non-negative term leaves Bessel's inequality $\sum_{i\in\iota}\|X^*v_i\|^2\le\|X\|_F^2$.

**The sum over $I$.** Take $y=Q^*v_i$ and $l=l_i$ in the lower bound, identify $(l_i-M)Q^*v_i$ with $R^*v_i$, enlarge the sum from $I$ to $\iota$, and apply Bessel's inequality to $X=R$:

$$\delta^2\sum_{i\in I}\|Q^*v_i\|^2\le\sum_{i\in I}\|R^*v_i\|^2\le\sum_{i\in\iota}\|R^*v_i\|^2\le\|R\|_F^2 .$$

Division by $\delta^2>0$ gives the bound. Neither completeness of the $v_i$ nor orthonormality of the columns of $Q$ was used.

**The overlap deficit.** Suppose now that $Q^*Q=1$ and that there are $n$ vectors $v_i$, so that $V$ is square and $VV^*=1$. Then $\|Q\|_F^2=\operatorname{tr}Q^*Q=m$, and the splitting with $X=Q$ and $1-P=0$ gives $m=\sum_{i\in I}\|Q^*v_i\|^2+\sum_{i\notin I}\|Q^*v_i\|^2$. Hence

$$m-\sum_{i\notin I}\|Q^*v_i\|^2\;\le\;\frac{\|R\|_F^2}{\delta^2}.$$

The left side is the weight that the $m$ normalised trial states lack in the span of the $v_i$ with $i\notin I$. When that span has dimension $m$, the deficit can be read as the sum of squared sines of the principal angles between it and the column space of $Q$, which is the link to the Davis–Kahan $\sin\Theta$ theorem; angles are never defined in the Lean code, so this reading is commentary and not one of its theorems. The theorems below concern sums of squared overlaps and the Frobenius norm of finite matrices; a bound with the operator norm of $R$ in place of its Frobenius norm, and operators in infinite dimension, are not treated.

## Norms, residual and eigenvalues as Lean definitions

Rows and columns are labelled by finite types. The types `n` and `m` have as many elements as the dimensions $n$ and $m$ above, and `ι` labels the family of vectors. A vector in $\mathbb C^n$ is a function `n → ℂ`; `Xᴴ` is $X^*$ and `*ᵥ` is the matrix–vector product.

```lean
import Mathlib

open Matrix

namespace BlockDavisKahan

noncomputable section

variable {n m ι : Type*} [Fintype n] [Fintype m] [Fintype ι]
  [DecidableEq n] [DecidableEq m] [DecidableEq ι]
```

The two norms enter only squared, as explicit real sums of squared moduli: `vecSq y` is $\|y\|^2$ and `frobSq X` is $\|X\|_F^2$. The inner product is thereby the standard one, so a generalised eigenproblem with a non-trivial overlap matrix has to be transformed to an orthonormal basis first.

```lean
/-- Squared Euclidean norm of a complex vector. -/
def vecSq {k : Type*} [Fintype k] (y : k → ℂ) : ℝ := ∑ j, ‖y j‖ ^ 2

/-- Squared Frobenius norm of a complex matrix. -/
def frobSq {k p : Type*} [Fintype k] [Fintype p] (X : Matrix k p ℂ) : ℝ :=
  ∑ a, ∑ b, ‖X a b‖ ^ 2
```

The residual is defined for three independent matrices. In particular $M$ is not tied to $Q^*AQ$; that choice, which is the Rayleigh–Ritz one when $Q^*Q=1$, is one admissible Hermitian $M$ among others.

```lean
/-- Block residual `R = A Q - Q M`. -/
def residual (A : Matrix n n ℂ) (Q : Matrix n m ℂ) (M : Matrix m m ℂ) : Matrix n m ℂ :=
  A * Q - Q * M
```

`Orthonormal' v` says $v_i^*v_j=1$ for $i=j$ and $0$ otherwise, with `star` conjugating the first factor as in $\langle v_i|v_j\rangle$. The matrix `colMat v` is $V$, with entry $V_{ai}=(v_i)_a$.

```lean
/-- The vectors `v i` are normalised and mutually orthogonal. -/
def Orthonormal' (v : ι → n → ℂ) : Prop :=
  ∀ i j, star (v i) ⬝ᵥ v j = if i = j then 1 else 0

/-- The matrix `V` whose columns are the vectors `v i`. -/
def colMat (v : ι → n → ℂ) : Matrix n ι ℂ := Matrix.of fun a i => v i a
```

`IsEigenvalue M μ` requires a nonzero $w$ with $Mw=\mu w$ for a real $\mu$. A Hermitian matrix has only real eigenvalues, so the restriction to real $\mu$ leaves none out.

```lean
/-- The real number `μ` is an eigenvalue of `M`: `M w = μ w` for some nonzero `w`. -/
def IsEigenvalue (M : Matrix m m ℂ) (μ : ℝ) : Prop := ∃ w, w ≠ 0 ∧ M *ᵥ w = (μ : ℂ) • w
```

## Isometries, traces and the projector

`vecSq_isometry` is the identity $\|Uy\|^2=\|y\|^2$ for square $U$ with $U^*U=1$. The local statement `h` writes the squared norm, viewed as a complex number, as `x ⬝ᵥ star x`. After `Complex.ofReal_injective` has moved the real equation into $\mathbb C$, the rewrites collect $U^*U$ between the two vectors and `hU` replaces it by the identity.

```lean
/-- A square matrix with `U* U = 1` preserves the norm of every vector. -/
theorem vecSq_isometry {U : Matrix m m ℂ} (hU : Uᴴ * U = 1) (y : m → ℂ) :
    vecSq (U *ᵥ y) = vecSq y := by
  have h : ∀ x : m → ℂ, (vecSq x : ℂ) = x ⬝ᵥ star x := by
    intro x
    simp only [vecSq, dotProduct, Pi.star_apply, Complex.star_def, Complex.mul_conj,
      Complex.normSq_eq_norm_sq, Complex.ofReal_sum]
  apply Complex.ofReal_injective
  rw [h, h, Matrix.star_mulVec, dotProduct_comm, Matrix.dotProduct_mulVec,
    Matrix.vecMul_vecMul, hU, Matrix.vecMul_one, dotProduct_comm]
```

`frobSq_eq_trace` is $\|X\|_F^2=\operatorname{tr}XX^*$, obtained by expanding both sides into $\sum_{a,b}X_{ab}\overline{X_{ab}}$. `colMat_gram` turns orthonormality into $V^*V=1$ entry by entry.

```lean
/-- The squared Frobenius norm of `X` is the trace of `X X*`. -/
theorem frobSq_eq_trace {k p : Type*} [Fintype k] [Fintype p] (X : Matrix k p ℂ) :
    (frobSq X : ℂ) = trace (X * Xᴴ) := by
  simp only [frobSq, Matrix.trace, Matrix.diag_apply, Matrix.mul_apply, conjTranspose_apply,
    Complex.star_def, Complex.mul_conj, Complex.normSq_eq_norm_sq, Complex.ofReal_sum]

omit [Fintype ι] [DecidableEq n] in
/-- The column matrix `V` of an orthonormal family satisfies `V* V = 1`. -/
theorem colMat_gram {v : ι → n → ℂ} (hv : Orthonormal' v) : (colMat v)ᴴ * colMat v = 1 := by
  ext i j
  rw [Matrix.one_apply, ← hv i j]
  rfl
```

`frobSq_pythagoras` is the splitting of $\|X\|_F^2$. The step `hs` exchanges the order of summation to identify $\sum_i\|X^*v_i\|^2$ with $\|X^*V\|_F^2$. From then on only $V^*V=1$ matters, in the form `hV'`, that is $V^*(VY)=Y$. All three norms become traces, `trace_mul_comm` turns $\operatorname{tr}XX^*$ into $\operatorname{tr}X^*X$, and `congr 1` reduces the goal to the matrix identity

$$X^*X=(X^*V)(X^*V)^*+X^*(1-P)\,\bigl(X^*(1-P)\bigr)^* .$$

Expanding the products and using `hV'`, which is where $P^2=P$ enters, leaves terms that `abel` cancels.

```lean
omit [DecidableEq m] in
/-- For an orthonormal family with column matrix `V`,
`‖X‖_F² = ∑ i, ‖X* v i‖² + ‖X* (1 - V V*)‖_F²`. -/
theorem frobSq_pythagoras {v : ι → n → ℂ} (hv : Orthonormal' v) (X : Matrix n m ℂ) :
    frobSq X = ∑ i, vecSq (Xᴴ *ᵥ v i) + frobSq (Xᴴ * (1 - colMat v * (colMat v)ᴴ)) := by
  have hV := colMat_gram hv
  have hs : ∑ i, vecSq (Xᴴ *ᵥ v i) = frobSq (Xᴴ * colMat v) := by
    unfold vecSq frobSq
    rw [Finset.sum_comm]
    rfl
  rw [hs]
  generalize colMat v = V at hV ⊢
  have hV' : ∀ Y : Matrix ι m ℂ, Vᴴ * (V * Y) = Y := fun Y => by
    rw [← Matrix.mul_assoc, hV, Matrix.one_mul]
  apply Complex.ofReal_injective
  simp only [Complex.ofReal_add, frobSq_eq_trace]
  rw [← trace_add, trace_mul_comm X Xᴴ]
  congr 1
  -- `V V*` is an orthogonal projector
  simp only [conjTranspose_mul, conjTranspose_sub,
    conjTranspose_conjTranspose, Matrix.mul_sub, Matrix.sub_mul, Matrix.mul_one,
    Matrix.mul_assoc, hV']
  abel
```

## The adjoint residual and the shifted matrix

`residual_adjoint_mulVec` is $R^*v=l\,Q^*v-MQ^*v$. The rewrites take the adjoint of $AQ-QM$, remove the adjoints on $A$ and $M$ by `hA.eq` and `hM.eq`, and insert the eigenvalue equation `hv`. Here $l$ may be complex and $v$ need not be normalised.

```lean
omit [DecidableEq n] [DecidableEq m] in
/-- For Hermitian `A`, `M` and `A v = l v`, the residual obeys `R* v = l Q* v - M Q* v`. -/
theorem residual_adjoint_mulVec {A : Matrix n n ℂ} {M : Matrix m m ℂ} (hA : A.IsHermitian)
    (hM : M.IsHermitian) (Q : Matrix n m ℂ) {v : n → ℂ} {l : ℂ} (hv : A *ᵥ v = l • v) :
    (residual A Q M)ᴴ *ᵥ v = l • (Qᴴ *ᵥ v) - M *ᵥ (Qᴴ *ᵥ v) := by
  unfold residual
  rw [conjTranspose_sub, conjTranspose_mul, conjTranspose_mul, hA.eq, hM.eq, sub_mulVec,
    ← mulVec_mulVec, ← mulVec_mulVec, hv, mulVec_smul]
```

`shifted_lower_bound` is $\delta^2\|y\|^2\le\|ly-My\|^2$, and it allows $\delta=0$. The first `obtain` takes $U$ and the real numbers $\mu_j$ from Mathlib's spectral theorem, `hM.eigenvectorUnitary` and `hM.eigenvalues`, and keeps two properties: $UU^*=1$ (`h1`) and $MU=UD$ (`h3`). The gap hypothesis is phrased through `IsEigenvalue`, so `hev` shows that each $\mu_j$ qualifies: column $j$ of $U$ is nonzero because $(U^*U)_{jj}=1$, and column $j$ of `h3` is its eigenvalue equation. The substitution $y=Uz$ and two uses of `vecSq_isometry` remove $U$ from both sides. What remains is compared term by term: `e` says that component $j$ of $(l-D)z$ is $(l-\mu_j)z_j$, and the last line squares $\delta\le|l-\mu_j|$ and multiplies by $|z_j|^2$.

```lean
/-- If `l` is at distance at least `δ ≥ 0` from every eigenvalue of the Hermitian matrix `M`,
then `δ² ‖y‖² ≤ ‖l y - M y‖²` for every `y`. -/
theorem shifted_lower_bound {M : Matrix m m ℂ} (hM : M.IsHermitian) {l δ : ℝ} (hδ : 0 ≤ δ)
    (hgap : ∀ μ, IsEigenvalue M μ → δ ≤ |l - μ|) (y : m → ℂ) :
    δ ^ 2 * vecSq y ≤ vecSq ((l : ℂ) • y - M *ᵥ y) := by
  -- unitary diagonalisation of `M`
  obtain ⟨U, μ, h1, h3⟩ : ∃ (U : Matrix m m ℂ) (μ : m → ℝ),
      U * Uᴴ = 1 ∧ M * U = U * diagonal (fun j => (μ j : ℂ)) := by
    refine ⟨(hM.eigenvectorUnitary : Matrix m m ℂ), hM.eigenvalues,
      mem_unitaryGroup_iff.mp hM.eigenvectorUnitary.2, ?_⟩
    ext i j
    have h := congrFun (hM.mulVec_eigenvectorBasis j) i
    rw [Matrix.mul_diagonal, Matrix.mul_apply]
    simpa [Matrix.mulVec, dotProduct, mul_comm,
      Matrix.IsHermitian.eigenvectorUnitary_apply] using h
  have h2 : Uᴴ * U = 1 := mul_eq_one_comm.mp h1
  have hev : ∀ j, IsEigenvalue M (μ j) := by
    intro j
    refine ⟨fun a => U a j, fun h0 => ?_, ?_⟩
    · have h := congrFun (congrFun h2 j) j
      have h0' : ∀ a, U a j = 0 := fun a => congrFun h0 a
      simp [Matrix.mul_apply, h0'] at h
    · funext a
      have h := congrFun (congrFun h3 a) j
      rw [Matrix.mul_diagonal] at h
      exact h.trans (mul_comm _ _)
  -- pass to the eigenbasis, where `l - M` multiplies component `j` by `l - μ j`
  obtain ⟨z, rfl⟩ : ∃ z, y = U *ᵥ z := ⟨Uᴴ *ᵥ y, by rw [mulVec_mulVec, h1, one_mulVec]⟩
  rw [mulVec_mulVec, h3, ← mulVec_mulVec, ← mulVec_smul, ← mulVec_sub, vecSq_isometry h2,
    vecSq_isometry h2]
  unfold vecSq
  rw [Finset.mul_sum]
  refine Finset.sum_le_sum fun j _ => ?_
  have e : ((l : ℂ) • z - diagonal (fun j => (μ j : ℂ)) *ᵥ z) j = ((l - μ j : ℝ) : ℂ) * z j := by
    rw [Pi.sub_apply, Pi.smul_apply, mulVec_diagonal, smul_eq_mul]
    push_cast
    ring
  rw [e, norm_mul, mul_pow, Complex.norm_real, Real.norm_eq_abs]
  exact mul_le_mul_of_nonneg_right (pow_le_pow_left₀ hδ (hgap _ (hev j)) 2) (by positivity)
```

## The bound on the overlaps

In words, `block_davis_kahan` states the inequality at the top. `hA` and `hM` make $A$ and $M$ Hermitian, and `Q` carries no hypothesis. `hv` demands orthonormality of the whole family over `ι`, while `heig` demands $Av_i=l_iv_i$ only for $i\in I$; outside $I$ the vectors need not be eigenvectors and the numbers $l_i$ play no role. `hδ` and `hgap` are the gap condition. It compares each $l_i$, $i\in I$, with the eigenvalues of $M$ on either side, and asks for no separation among the $l_i$ or among the eigenvalues of $M$, so degenerate levels inside either group are allowed. All quantities are exact; rounding errors in a computed $R$ are not modelled. If $I$ is empty the left side is zero, and if `m` is empty both sides are.

The proof multiplies through by $\delta^2$ with `le_div_iff₀`, and the three lines of the `calc` block are the three inequalities of the chain derived above: the two preceding lemmas for each $i\in I$, the enlargement of the sum by non-negative terms, and `frobSq_pythagoras` applied to the residual.

```lean
/-- Block Davis-Kahan bound: for Hermitian `A`, `M` and orthonormal `v i` with `A v i = l i v i`
and `|l i - μ| ≥ δ > 0` for `i ∈ I` and all eigenvalues `μ` of `M`, every block `Q` obeys
`∑ i ∈ I, ‖Q* v i‖² ≤ ‖A Q - Q M‖_F² / δ²`. -/
theorem block_davis_kahan {A : Matrix n n ℂ} {M : Matrix m m ℂ} (hA : A.IsHermitian)
    (hM : M.IsHermitian) (Q : Matrix n m ℂ) {v : ι → n → ℂ} {l : ι → ℝ} (I : Finset ι)
    (hv : Orthonormal' v) (heig : ∀ i ∈ I, A *ᵥ v i = (l i : ℂ) • v i) {δ : ℝ} (hδ : 0 < δ)
    (hgap : ∀ i ∈ I, ∀ μ, IsEigenvalue M μ → δ ≤ |l i - μ|) :
    ∑ i ∈ I, vecSq (Qᴴ *ᵥ v i) ≤ frobSq (residual A Q M) / δ ^ 2 := by
  rw [le_div_iff₀ (by positivity), Finset.sum_mul]
  calc ∑ i ∈ I, vecSq (Qᴴ *ᵥ v i) * δ ^ 2
      ≤ ∑ i ∈ I, vecSq ((residual A Q M)ᴴ *ᵥ v i) := by
        refine Finset.sum_le_sum fun i hi => ?_
        rw [residual_adjoint_mulVec hA hM Q (heig i hi), mul_comm]
        exact shifted_lower_bound hM hδ.le (hgap i hi) _
    _ ≤ ∑ i, vecSq ((residual A Q M)ᴴ *ᵥ v i) :=
        Finset.sum_le_sum_of_subset_of_nonneg (Finset.subset_univ I)
          fun i _ _ => by unfold vecSq; positivity
    _ ≤ frobSq (residual A Q M) := by
        -- Bessel inequality
        rw [frobSq_pythagoras hv (residual A Q M)]
        exact le_add_of_nonneg_right (by unfold frobSq; positivity)
```

`overlap_deficit_le` adds `hQ`, which is $Q^*Q=1$, and indexes the family by `n` itself, so that it has $n$ members and is a basis. `Fintype.card m` is the block size and `Iᶜ` the complement of $I$. In the proof `h1` is $\|Q\|_F^2=m$; `h2` is the splitting for $X=Q$, in which `mul_eq_one_comm` derives $VV^*=1$ from $V^*V=1$ for square $V$; `h3` divides the full sum into the parts over $I$ and its complement; and `linarith` combines these with the main bound `h4`.

```lean
/-- Under the same assumptions, for an orthonormal basis `v` and a block with `Q* Q = 1`, the
block size minus `∑ i ∉ I, ‖Q* v i‖²` is at most `‖A Q - Q M‖_F² / δ²`. -/
theorem overlap_deficit_le {A : Matrix n n ℂ} {M : Matrix m m ℂ} (hA : A.IsHermitian)
    (hM : M.IsHermitian) {Q : Matrix n m ℂ} (hQ : Qᴴ * Q = 1) {v : n → n → ℂ} {l : n → ℝ}
    (I : Finset n) (hv : Orthonormal' v) (heig : ∀ i ∈ I, A *ᵥ v i = (l i : ℂ) • v i) {δ : ℝ}
    (hδ : 0 < δ) (hgap : ∀ i ∈ I, ∀ μ, IsEigenvalue M μ → δ ≤ |l i - μ|) :
    (Fintype.card m : ℝ) - ∑ i ∈ Iᶜ, vecSq (Qᴴ *ᵥ v i) ≤ frobSq (residual A Q M) / δ ^ 2 := by
  have h1 : frobSq Q = Fintype.card m := by
    apply Complex.ofReal_injective
    rw [frobSq_eq_trace, trace_mul_comm, hQ, trace_one]
    simp
  -- completeness of the basis: `V V* = 1`
  have h2 := frobSq_pythagoras hv Q
  rw [mul_eq_one_comm.mp (colMat_gram hv), sub_self, Matrix.mul_zero] at h2
  have h0 : frobSq (0 : Matrix m n ℂ) = 0 := by simp [frobSq]
  have h3 := Finset.sum_add_sum_compl I fun i => vecSq (Qᴴ *ᵥ v i)
  have h4 := block_davis_kahan hA hM Q I hv heig hδ hgap
  linarith
```

## A three-level example with equality

Indices start at $0$, as in `Fin 3` and `Fin 2`. Take $A=\mathrm{diag}(0,1,-1)$, $M=\mathrm{diag}(1,-1)$, a block with normalised columns $q_0=(3/5,\,4/5,\,0)$ and $q_1=(0,0,1)$, and the standard basis $v_0,v_1,v_2$.

```lean
/-- Example matrix `A = diag(0, 1, -1)`. -/
def wA : Matrix (Fin 3) (Fin 3) ℂ := !![0, 0, 0; 0, 1, 0; 0, 0, -1]

/-- Example matrix `M = diag(1, -1)`. -/
def wM : Matrix (Fin 2) (Fin 2) ℂ := !![1, 0; 0, -1]

/-- Example block with columns `(3/5, 4/5, 0)` and `(0, 0, 1)`. -/
def wQ : Matrix (Fin 3) (Fin 2) ℂ := !![3 / 5, 0; 4 / 5, 0; 0, 1]

/-- The standard basis in three dimensions. -/
def wv : Fin 3 → Fin 3 → ℂ := ![![1, 0, 0], ![0, 1, 0], ![0, 0, 1]]
```

With $I=\{0\}$ and $l_0=0$, the eigenvalues $\pm1$ of $M$ both lie at distance $1$ from $l_0$, so $\delta=1$ is admissible. The overlap vector is $Q^*v_0=(3/5,\,0)$, with squared norm $9/25$. Column $0$ of the residual is $Aq_0-q_0=(0,4/5,0)-(3/5,4/5,0)=(-3/5,0,0)$ and column $1$ is $Aq_1+q_1=0$, so $\|R\|_F^2/\delta^2=9/25$ as well. The bound is attained, with an $M$ that differs from $Q^*AQ=\mathrm{diag}(16/25,-1)$.

`block_davis_kahan_witness` lists these facts as a conjunction: hermiticity of both matrices, $Q^*Q=1$, orthonormality, the eigenvalue equation for $v_0$, the gap, and the two values $9/25$. All but the gap are entrywise computations. For the gap, suppose $Mw=\mu w$ with $|\mu|<1$. The two components give $(\mu-1)w_0=0$ and $(\mu+1)w_1=0$, both prefactors are nonzero (`n0`, `n1`), and so $w=0$, which contradicts `hw`.

```lean
/-- The example meets all assumptions with `I = {0}`, `l = 0`, `δ = 1`, and both sides of the
bound equal `9/25`. -/
theorem block_davis_kahan_witness :
    wA.IsHermitian ∧ wM.IsHermitian ∧ wQᴴ * wQ = 1 ∧ Orthonormal' wv ∧
    wA *ᵥ wv 0 = ((0 : ℝ) : ℂ) • wv 0 ∧ (∀ μ, IsEigenvalue wM μ → 1 ≤ |0 - μ|) ∧
    vecSq (wQᴴ *ᵥ wv 0) = 9 / 25 ∧ frobSq (residual wA wQ wM) / 1 ^ 2 = 9 / 25 := by
  refine ⟨?_, ?_, ?_, ?_, ?_, ?_, ?_, ?_⟩
  · ext i j; fin_cases i <;> fin_cases j <;> simp [wA, conjTranspose_apply]
  · ext i j; fin_cases i <;> fin_cases j <;> simp [wM, conjTranspose_apply]
  · ext i j
    fin_cases i <;> fin_cases j <;>
      simp [wQ, conjTranspose_apply, Matrix.mul_apply, Fin.sum_univ_succ, map_ofNat]
    norm_num
  · intro i j
    fin_cases i <;> fin_cases j <;> simp [wv, dotProduct, Fin.sum_univ_succ]
  · ext i; fin_cases i <;> simp [wA, wv, Matrix.mulVec, dotProduct, Fin.sum_univ_succ]
  · rintro μ ⟨w, hw, h⟩
    by_contra hc
    have hc' : |μ| < 1 := by simpa using hc
    obtain ⟨ha, hb⟩ := abs_lt.mp hc'
    have h0 : w 0 = μ * w 0 := by
      simpa [wM, Matrix.mulVec, dotProduct, Fin.sum_univ_succ] using congrFun h 0
    have h1 : -w 1 = μ * w 1 := by
      simpa [wM, Matrix.mulVec, dotProduct, Fin.sum_univ_succ] using congrFun h 1
    have n0 : (μ : ℂ) - 1 ≠ 0 := fun e => by
      have := congrArg Complex.re e
      simp at this
      linarith
    have n1 : (μ : ℂ) + 1 ≠ 0 := fun e => by
      have := congrArg Complex.re e
      simp at this
      linarith
    have z0 := (mul_eq_zero.mp
      (show ((μ : ℂ) - 1) * w 0 = 0 by linear_combination -h0)).resolve_left n0
    have z1 := (mul_eq_zero.mp
      (show ((μ : ℂ) + 1) * w 1 = 0 by linear_combination -h1)).resolve_left n1
    apply hw
    funext i
    fin_cases i
    · exact z0
    · exact z1
  · simp [vecSq, wQ, wv, Matrix.mulVec, dotProduct, Fin.sum_univ_succ, conjTranspose_apply]
    norm_num
  · simp [frobSq, residual, wA, wQ, wM, Fin.sum_univ_succ]
    all_goals norm_num

end

end BlockDavisKahan
```

```lean
#print axioms BlockDavisKahan.block_davis_kahan
-- 'BlockDavisKahan.block_davis_kahan' depends on axioms: [propext, Classical.choice, Quot.sound]
#print axioms BlockDavisKahan.overlap_deficit_le
-- 'BlockDavisKahan.overlap_deficit_le' depends on axioms: [propext, Classical.choice, Quot.sound]
```
